# For an exponential density in three dimensions, the terms $n^{5/3}(n'/n^{4/3})^{2k}$ have finite integrals exactly up to fourth order

Take the radial density $n(r)=e^{-r}$ and the second-order term $n^{5/3}(n'/n^{4/3})^2$. Since $n'=-n$, the squared ratio is $n^{-2/3}=e^{2r/3}$, which grows with $r$. The factor $n^{5/3}=e^{-5r/3}$ still wins, and with the radial volume weight $r^2$ the integral is

$$\int_0^\infty r^2 e^{-5r/3}\,e^{2r/3}\,dr=\int_0^\infty r^2e^{-r}\,dr=2 .$$

Each further order brings another factor $e^{2r/3}$. At fourth order the integrand is $r^2e^{-r/3}$, which still decays; at sixth order it is $r^2e^{+r/3}$, and the integral diverges.

Terms of this kind appear in the gradient expansion of the kinetic energy in orbital-free density functional theory. The result concerns one family of them, built from the first derivative alone, on a single spherical exponential density. It does not treat terms with Laplacians or higher derivatives, nor possible cancellations in the complete sixth-order expression.

```lean
import Mathlib

open MeasureTheory Set Filter Topology

namespace GradientExpansionExponentialTail

noncomputable section
```

## The density and its gradient terms

The general density is $n(r)=C e^{-\kappa r}$ with $C,\kappa>0$. Here $C$ is the density at the origin and $1/\kappa$ is the decay length; a hydrogenic 1s density has this shape. The two constants are independent, so no particle number is imposed.

```lean
/-- The exponentially decaying radial density `n(r) = C exp(-κ r)`. -/
def expDensity (C κ r : ℝ) : ℝ := C * Real.exp (-(κ * r))
```

For a natural number $k$, the term of order $2k$ in the gradient, including the radial weight, is

$$g_k(r)=r^2\,n^{5/3}\left(\frac{n'}{n^{4/3}}\right)^{2k}.$$

The case $k=0$ is the Thomas-Fermi integrand, up to its constant. The angular factor $4\pi$ and the coefficients of the expansion are left out; nonzero constants do not affect integrability. In Lean, `gradientTerm` accepts any function `n : ℝ → ℝ` and uses Mathlib's `deriv n r`, which is the derivative where `n` is differentiable and $0$ elsewhere; the exponential density is differentiable everywhere. The fractional powers are real powers, while the outer power $2k$ is a natural one.

```lean
/-- The radial integrand `r² n^(5/3) (n' / n^(4/3))^(2k)` of order `2k` in the density gradient,
without angular factor and numerical coefficient. -/
def gradientTerm (n : ℝ → ℝ) (k : ℕ) (r : ℝ) : ℝ :=
  r ^ 2 * n r ^ (5 / 3 : ℝ) * (deriv n r / n r ^ (4 / 3 : ℝ)) ^ (2 * k)
```

The decay of $g_k$ will be governed by the exponent

$$s=\frac{5-2k}{3},$$

which takes the values $5/3,\,1,\,1/3,\,-1/3$ for $k=0,1,2,3$. It should not be confused with the reduced density gradient, which is often denoted by the same letter.

```lean
/-- The exponent `s = (5 - 2k)/3`. -/
def tailExponent (k : ℕ) : ℝ := (5 - 2 * (k : ℝ)) / 3
```

## Reduction to a single exponential

Differentiating the density gives

$$n'(r)=-\kappa\,C e^{-\kappa r}=-\kappa\,n(r).$$

The Lean proof builds this derivative from the inside out: $r$, then $\kappa r$, its negative, the exponential, and the factor $C$.

```lean
/-- The exponential density satisfies `n' = -κ n`. -/
theorem hasDerivAt_expDensity (C κ r : ℝ) :
    HasDerivAt (expDensity C κ) (-κ * expDensity C κ r) r := by
  have h := ((hasDerivAt_id' r).const_mul κ).fun_neg.exp.const_mul C
  exact h.congr_deriv (by unfold expDensity; ring)
```

The ratio in the gradient term is therefore $n'/n^{4/3}=-\kappa\,n^{-1/3}$. Its even power loses the sign, and the powers of the density combine:

$$g_k=r^2\,n^{5/3}\,\kappa^{2k}\,n^{-2k/3}=\kappa^{2k}\,r^2\,n^{s}=\kappa^{2k}C^{s}\,r^2e^{-\kappa s r}.$$

The proof follows the same path. `h1` simplifies $n/n^{4/3}$, `h2` adds the exponents to obtain $n^s$, and `h3` splits $n^s$ into $C^s$ and an exponential. The sign disappears through `(even_two_mul k).neg_pow`. The hypothesis $C>0$ makes the density positive, as these rules for real powers require; the sign of $\kappa$ plays no role yet.

```lean
/-- For the exponential density the term of order `2k` is
`κ^(2k) C^s r² exp(-κ s r)` with `s = (5 - 2k)/3`. -/
theorem gradientTerm_expDensity {C : ℝ} (hC : 0 < C) (κ : ℝ) (k : ℕ) (r : ℝ) :
    gradientTerm (expDensity C κ) k r =
      κ ^ (2 * k) * C ^ tailExponent k *
        (r ^ 2 * Real.exp (-(κ * tailExponent k * r))) := by
  have hn : 0 < expDensity C κ r := mul_pos hC (Real.exp_pos _)
  have hd : deriv (expDensity C κ) r = -κ * expDensity C κ r :=
    (hasDerivAt_expDensity C κ r).deriv
  -- the quotient n / n^(4/3) equals n^(-1/3)
  have h1 : expDensity C κ r / expDensity C κ r ^ (4 / 3 : ℝ)
      = expDensity C κ r ^ (-(1 / 3) : ℝ) := by
    rw [show (-(1 / 3) : ℝ) = 1 - 4 / 3 by norm_num, Real.rpow_sub hn, Real.rpow_one]
  -- all powers of the density combine to n^s
  have h2 : expDensity C κ r ^ (5 / 3 : ℝ)
      * expDensity C κ r ^ (-(1 / 3) * ((2 * k : ℕ) : ℝ))
      = expDensity C κ r ^ tailExponent k := by
    rw [← Real.rpow_add hn]
    congr 1
    unfold tailExponent
    push_cast
    ring
  have h3 : expDensity C κ r ^ tailExponent k
      = C ^ tailExponent k * Real.exp (-(κ * tailExponent k * r)) := by
    unfold expDensity
    rw [Real.mul_rpow hC.le (Real.exp_pos _).le, ← Real.exp_mul,
      show -(κ * r) * tailExponent k = -(κ * tailExponent k * r) by ring]
  unfold gradientTerm
  rw [hd, mul_div_assoc, h1, mul_pow, (even_two_mul k).neg_pow,
    ← Real.rpow_mul_natCast hn.le]
  linear_combination (r ^ 2 * κ ^ (2 * k)) * (h2.trans h3)
```

## The integral with decay and without it

Everything now depends on $\int r^2e^{-br}\,dr$ with $b=\kappa s$. For $b>0$, substitute $t=br$ and integrate by parts twice:

$$\int_0^\infty r^2e^{-br}\,dr=\frac1{b^3}\int_0^\infty t^2e^{-t}\,dt=\frac{2}{b^3}\int_0^\infty e^{-t}\,dt=\frac{2}{b^3}.$$

The Lean proof takes the value from Mathlib's Gamma integral, with $\Gamma(3)=2!=2$. The set `Ioi 0` is the open half-line $r>0$.

```lean
/-- The radial integral of a decaying exponential: `∫ r² exp(-b r) dr = 2 / b³` for `b > 0`. -/
theorem integral_sq_mul_exp {b : ℝ} (hb : 0 < b) :
    ∫ r in Ioi (0 : ℝ), r ^ 2 * Real.exp (-(b * r)) = 2 / b ^ 3 := by
  have hG : Real.Gamma 3 = 2 := by
    rw [show (3 : ℝ) = ((2 : ℕ) : ℝ) + 1 by norm_num, Real.Gamma_nat_eq_factorial]
    norm_num [Nat.factorial]
  have h := Real.integral_rpow_mul_exp_neg_mul_Ioi (a := 3) (r := b) (by norm_num) hb
  have e : ∀ t : ℝ, t ^ ((3 : ℝ) - 1) = t ^ 2 := by
    intro t
    rw [show (3 : ℝ) - 1 = ((2 : ℕ) : ℝ) by norm_num, Real.rpow_natCast]
  have e3 : (1 / b) ^ (3 : ℝ) = 1 / b ^ 3 := by
    rw [show (3 : ℝ) = ((3 : ℕ) : ℝ) by norm_num, Real.rpow_natCast, one_div_pow]
  simp only [e] at h
  rw [h, hG, e3]
  ring
```

For $b\le 0$ and $r\ge 0$ we have $-br\ge 0$, hence $e^{-br}\ge 1$. For every cutoff radius $R\ge0$ this gives

$$\int_0^R r^2e^{-br}\,dr\;\ge\;\int_0^R r^2\,dr=\frac{R^3}{3},$$

and the right-hand side tends to infinity with $R$. In Lean, `intervalIntegral.integral_mono_on` supplies the comparison of the two integrals, and `tendsto_atTop_mono'` transfers the growth from the lower bound to the integral above it. The expression `Tendsto … atTop atTop` says that the cutoff integral eventually exceeds every bound.

```lean
/-- Without decay (`b ≤ 0`) the integral of `r² exp(-b r)` up to a cutoff radius `R`
grows without bound as `R → ∞`. -/
theorem tendsto_cutoff_sq_mul_exp {b : ℝ} (hb : b ≤ 0) :
    Tendsto (fun R : ℝ => ∫ r in (0 : ℝ)..R, r ^ 2 * Real.exp (-(b * r))) atTop atTop := by
  have hlow : Tendsto (fun R : ℝ => R ^ 3 / 3) atTop atTop :=
    (tendsto_pow_atTop (by norm_num : (3 : ℕ) ≠ 0)).atTop_div_const (by norm_num)
  refine tendsto_atTop_mono' atTop ?_ hlow
  filter_upwards [eventually_ge_atTop (0 : ℝ)] with R hR
  -- compare with the integral of r²
  have hsq : ∫ r in (0 : ℝ)..R, r ^ 2 = R ^ 3 / 3 := by
    rw [integral_pow]
    norm_num
  rw [← hsq]
  refine intervalIntegral.integral_mono_on hR
    (Continuous.intervalIntegrable (by fun_prop) _ _)
    (Continuous.intervalIntegrable (by fun_prop) _ _) ?_
  intro r hr
  have hbr : 0 ≤ -(b * r) := by nlinarith [mul_nonneg (neg_nonneg.mpr hb) hr.1]
  exact le_mul_of_one_le_right (sq_nonneg r) (Real.one_le_exp hbr)
```

## Divergence from sixth order on

If $k\ge3$, then $s\le-1/3$, so $b=\kappa s$ is negative. The prefactor $\kappa^{2k}C^s$ is positive, and therefore

$$\int_0^R g_k(r)\,dr=\kappa^{2k}C^s\int_0^R r^2e^{-\kappa s r}\,dr\;\longrightarrow\;\infty .$$

The divergence comes from large $r$, where the density is smallest. The proof rewrites the integrand in its reduced form, pulls out the constant and applies the preceding bound.

```lean
/-- From sixth order on (`k ≥ 3`), the gradient term of the exponential density, integrated up to
a cutoff radius `R`, tends to infinity as `R → ∞`. -/
theorem tendsto_cutoff_gradientTerm {C κ : ℝ} (hC : 0 < C) (hκ : 0 < κ) {k : ℕ} (hk : 3 ≤ k) :
    Tendsto (fun R : ℝ => ∫ r in (0 : ℝ)..R, gradientTerm (expDensity C κ) k r)
      atTop atTop := by
  have hk' : (3 : ℝ) ≤ k := by exact_mod_cast hk
  have hs : tailExponent k ≤ 0 := by unfold tailExponent; linarith
  have hc : 0 < κ ^ (2 * k) * C ^ tailExponent k :=
    mul_pos (pow_pos hκ _) (Real.rpow_pos_of_pos hC _)
  simp only [gradientTerm_expDensity hC, intervalIntegral.integral_const_mul]
  exact (tendsto_cutoff_sq_mul_exp
    (mul_nonpos_of_nonneg_of_nonpos hκ.le hs)).const_mul_atTop hc
```

## The threshold and the value

If $k\le2$, then $s\ge1/3>0$, and the decaying case applies with $b=\kappa s$:

$$\int_0^\infty g_k(r)\,dr=\kappa^{2k}C^s\,\frac{2}{(\kappa s)^3}=\frac{2\,\kappa^{2k-3}\,C^s}{s^3}.$$

The theorem states two things for all $C,\kappa>0$ and every natural $k$: $g_k$ is integrable on $r>0$ if and only if $k\le2$, and in that case the integral has this value. The power of $\kappa$ is an integer power, written with `(k : ℤ)`, because $2k-3$ is negative for $k=0$ and $k=1$.

In the proof, `hval` is the calculation above. For the direction from integrability to $k\le2$, suppose that $g_k$ were integrable with $k\ge3$. Its cutoff integrals would then converge to a finite limit, which contradicts their growth to infinity.

For the other direction, a calculation by hand would note that $g_k$ is continuous and non-negative with a finite improper integral. The Lean proof is shorter: Mathlib assigns the value $0$ to the integral of a non-integrable function, so the positive value just found certifies integrability.

```lean
/-- For `n(r) = C exp(-κ r)` the gradient term of order `2k` is integrable over `r > 0` exactly
when `k ≤ 2`, and its integral is then `2 κ^(2k-3) C^s / s³` with `s = (5 - 2k)/3`. -/
theorem gradientTerm_integrable_iff_and_integral {C κ : ℝ} (hC : 0 < C) (hκ : 0 < κ) (k : ℕ) :
    (IntegrableOn (gradientTerm (expDensity C κ) k) (Ioi 0) ↔ k ≤ 2) ∧
    (k ≤ 2 → ∫ r in Ioi (0 : ℝ), gradientTerm (expDensity C κ) k r =
      2 * κ ^ (2 * (k : ℤ) - 3) * C ^ tailExponent k / tailExponent k ^ 3) := by
  have hpos : k ≤ 2 → 0 < tailExponent k := by
    intro hk
    have hk' : (k : ℝ) ≤ 2 := by exact_mod_cast hk
    unfold tailExponent
    linarith
  have hval : k ≤ 2 → ∫ r in Ioi (0 : ℝ), gradientTerm (expDensity C κ) k r =
      2 * κ ^ (2 * (k : ℤ) - 3) * C ^ tailExponent k / tailExponent k ^ 3 := by
    intro hk
    have hs := hpos hk
    have hz : κ ^ (2 * (k : ℤ) - 3) = κ ^ (2 * k) / κ ^ 3 := by
      rw [zpow_sub₀ hκ.ne']
      norm_cast
    simp only [gradientTerm_expDensity hC]
    rw [integral_const_mul, integral_sq_mul_exp (mul_pos hκ hs), hz, mul_pow]
    field_simp
  refine ⟨⟨fun hint => ?_, fun hk => ?_⟩, hval⟩
  · -- an integrable term would have convergent cutoff integrals
    by_contra hk
    exact not_tendsto_nhds_of_tendsto_atTop
      (tendsto_cutoff_gradientTerm hC hκ (by omega : 3 ≤ k)) _
      (intervalIntegral_tendsto_integral_Ioi 0 hint tendsto_id)
  · -- a nonzero value of the integral certifies integrability
    have hs := hpos hk
    have hne : ∫ r in Ioi (0 : ℝ), gradientTerm (expDensity C κ) k r ≠ 0 := by
      rw [hval hk]
      have h1 := Real.rpow_pos_of_pos hC (tailExponent k)
      have h2 := zpow_pos hκ (2 * (k : ℤ) - 3)
      exact (div_pos (mul_pos (mul_pos two_pos h2) h1) (pow_pos hs 3)).ne'
    exact not_imp_comm.1 integral_undef hne
```

At fourth order, $k=2$ and $s=1/3$, so $1/s^3=27$ and

$$\int_0^\infty g_2(r)\,dr=2\cdot27\,\kappa\,C^{1/3}=54\,\kappa\,C^{1/3}.$$

At sixth order, $k=3$ exceeds the threshold and $g_3$ is not integrable. The last theorem collects these statements by inserting $k=2$ and $k=3$ into the general one.

```lean
/-- For the exponential density the fourth-order term is integrable with integral
`54 κ C^(1/3)`, while the sixth-order term is not integrable. -/
theorem fourth_order_converges_sixth_diverges {C κ : ℝ} (hC : 0 < C) (hκ : 0 < κ) :
    IntegrableOn (gradientTerm (expDensity C κ) 2) (Ioi 0) ∧
    ∫ r in Ioi (0 : ℝ), gradientTerm (expDensity C κ) 2 r = 54 * κ * C ^ (1 / 3 : ℝ) ∧
    ¬ IntegrableOn (gradientTerm (expDensity C κ) 3) (Ioi 0) := by
  obtain ⟨h4, h4val⟩ := gradientTerm_integrable_iff_and_integral hC hκ 2
  obtain ⟨h6, -⟩ := gradientTerm_integrable_iff_and_integral hC hκ 3
  refine ⟨h4.2 le_rfl, ?_, fun h => absurd (h6.1 h) (by norm_num)⟩
  have hs : tailExponent 2 = 1 / 3 := by norm_num [tailExponent]
  have hz : 2 * ((2 : ℕ) : ℤ) - 3 = 1 := by norm_num
  rw [h4val le_rfl, hs, hz, zpow_one]
  ring

end

end GradientExpansionExponentialTail
```

```lean
#print axioms GradientExpansionExponentialTail.fourth_order_converges_sixth_diverges
```

```
'GradientExpansionExponentialTail.fourth_order_converges_sixth_diverges' depends on axioms: [propext, Classical.choice, Quot.sound]
```

## The same density as a function on space

The statement could also have been modelled with a density $n(\mathbf r)=Ce^{-\kappa|\mathbf r|}$ on three-dimensional space, with $|\nabla n|$ in place of $n'$ and a volume integral in place of the radial one. The weight $r^2$ would then come from spherical coordinates instead of being part of the definition, and each finite value would gain the factor $4\pi$, which makes the fourth-order integral $216\pi\,\kappa\,C^{1/3}$. The threshold would stay at $k\le2$.

The price would be a longer proof. It would need the passage to spherical coordinates and some care at the origin, where the density has a cusp and no gradient, although a single point does not affect the integral. The radial version avoids both: the weight $r^2$ is already part of the definition, and $Ce^{-\kappa r}$ is smooth as a function of the real variable $r$.
